# The volume of a frame propagated by QR steps as a product of |det R|

## Frames, steps and volumes

Let \(M_0, M_1, \dots\) be complex square matrices of one size, for instance the transfer matrices of successive slices of a tight-binding strip. A frame \(Q_j\) is a matrix whose \(k\) columns are vectors on which \(M_j\) acts, and \(R_j\) is a \(k\times k\) matrix. Steps and matrix entries are counted from zero. For \(j<n\) the matrices are linked by

\[
M_jQ_j = Q_{j+1}R_j .
\]

Write \(P_n=M_{n-1}\cdots M_0\) and \(T_n=R_{n-1}\cdots R_0\), with \(P_0\) and \(T_0\) equal to the identity. The dagger denotes the conjugate transpose. The volume spanned by the columns of \(A\) is \(\operatorname{vol}(A)=\sqrt{\det(A^\dagger A)}\); for a single column it is the length.

If the last frame is orthonormal, \(Q_n^\dagger Q_n=1\), then

\[
\det\big((P_nQ_0)^\dagger P_nQ_0\big)=\prod_{j<n}|\det R_j|^2 .
\]

For non-interacting electrons in a disordered strip of finite width, the localisation length is commonly taken as the inverse of the smallest positive Lyapunov exponent, which can be estimated from such products. The identity concerns a finite number of steps in exact arithmetic.

## Derivation from the Gram matrix

First, \(P_nQ_0=Q_nT_n\). For \(n=0\) both sides are \(Q_0\). If the relation holds at \(n\), then

\[
P_{n+1}Q_0=M_nP_nQ_0=M_nQ_nT_n=Q_{n+1}R_nT_n=Q_{n+1}T_{n+1}.
\]

Orthonormality of \(Q_n\) now removes the frame from the Gram matrix:

\[
(P_nQ_0)^\dagger P_nQ_0=T_n^\dagger Q_n^\dagger Q_nT_n=T_n^\dagger T_n .
\]

Its determinant is \(\overline{\det T_n}\,\det T_n=|\det T_n|^2\), and \(\det T_n=\prod_{j<n}\det R_j\). Taking the square root gives \(\operatorname{vol}(P_nQ_0)=\prod_{j<n}|\det R_j|\). If no \(\det R_j\) vanishes, the logarithm of the volume is \(\sum_{j<n}\log|\det R_j|\).

Of all the frames, only the last is assumed to be orthonormal. Without that assumption the identity can fail, even for numbers: with \(M_0=2\), \(Q_0=1\), \(Q_1=2\) and \(R_0=1\), the step relation holds, but the Gram determinant is 4 and \(|\det R_0|^2=1\). The growth has been hidden in \(Q_1\).

## Single exponents from triangular factors

Suppose that every \(R_j\) is upper triangular, and let \(Q_j^{(p)}\) hold the first \(p\) columns of \(Q_j\). For a column \(l<p\),

\[
(M_jQ_j)_{al}=\sum_i (Q_{j+1})_{ai}(R_j)_{il}=\sum_{i<p}(Q_{j+1})_{ai}(R_j)_{il},
\]

because the entries with \(i>l\) vanish. The leading columns therefore obey the same recursion with the leading \(p\times p\) blocks of \(R_j\). The leading columns of \(Q_n\) are still orthonormal, so the volume formula applies to them. The blocks are triangular, so their determinants are products of diagonal entries:

\[
V_p:=\operatorname{vol}(P_nQ_0^{(p)})=\prod_{j<n}\prod_{i<p}|(R_j)_{ii}| .
\]

When the diagonal entries up to index \(p\) are nonzero, subtracting logarithms leaves

\[
\log V_{p+1}-\log V_p=\sum_{j<n}\log|(R_j)_{pp}| .
\]

Divided by \(n\ge1\), this sum is the finite-length estimate of one exponent.

## A chain outside its band

The uniform chain \(E\psi_j=\psi_{j+1}+\psi_{j-1}\) has the band \([-2,2]\). At \(E=25/12\), take in every step

\[
M=\begin{pmatrix}25/12&-1\\1&0\end{pmatrix},\quad
Q=\begin{pmatrix}4/5&-3/5\\3/5&4/5\end{pmatrix},\quad
R=\begin{pmatrix}4/3&-2\\0&3/4\end{pmatrix}.
\]

The first column of \(MQ\) is \((5/3-3/5,\;4/5)=(16/15,\;4/5)\), which is \(\tfrac43(4/5,\;3/5)\). The second is \((-41/20,\;-3/5)\), which is \(-2\) times the first column of \(Q\) plus \(\tfrac34\) times the second. After two steps the first vector has length \(16/9\), while the area spanned by both vectors is still 1, since \(\det R=1\). The two exponents are \(\pm\log(4/3)\). They describe growing and decaying solutions of the recursion; the infinite chain has no electron state at this energy.

## The definitions in Lean

The types `m` and `k` are finite index sets for the vector components and the frame columns.

```lean
import Mathlib

open Matrix Finset

namespace QRLyapunov

noncomputable section

variable {m k : Type*} [Fintype m] [DecidableEq m] [Fintype k] [DecidableEq k]
```

The ordered product serves for both \(P_n\) and \(T_n\), with later steps on the left.

```lean
/-- The ordered product `M (n-1) * ... * M 1 * M 0` of the first `n` step matrices. -/
def orderedProduct (M : ℕ → Matrix m m ℂ) : ℕ → Matrix m m ℂ
  | 0 => 1
  | n + 1 => M n * orderedProduct M n
```

A Gram determinant is real and nonnegative, so taking its real part in `frameVolume` loses nothing.

```lean
/-- The volume spanned by the columns of `A`: the square root of their Gram determinant. -/
def frameVolume (A : Matrix m k ℂ) : ℝ := Real.sqrt (Aᴴ * A).det.re
```

For leading columns the frame is indexed by `Fin q`, and `Fin.castLE` embeds the first `p` indices.

```lean
/-- The first `p` columns of a frame of `q` vectors. -/
def leadingColumns {p q : ℕ} (h : p ≤ q) (A : Matrix m (Fin q) ℂ) : Matrix m (Fin p) ℂ :=
  A.submatrix id (Fin.castLE h)
```

## Propagation and the determinant identity

The hypothesis `h` is the step relation. It is assumed for given matrices; no QR factorisation is constructed. The induction follows the calculation by hand, with `Matrix.mul_assoc` moving the brackets.

```lean
/-- The propagated initial frame is the last frame times the ordered product of the
R factors. -/
theorem propagated_frame {M : ℕ → Matrix m m ℂ} {Q : ℕ → Matrix m k ℂ}
    {R : ℕ → Matrix k k ℂ} {n : ℕ} (h : ∀ j < n, M j * Q j = Q (j + 1) * R j) :
    orderedProduct M n * Q 0 = Q n * orderedProduct R n := by
  induction n with
  | zero => simp [orderedProduct]
  | succ n ih =>
    simp only [orderedProduct]
    calc M n * orderedProduct M n * Q 0 = M n * (orderedProduct M n * Q 0) :=
          Matrix.mul_assoc _ _ _
      _ = M n * Q n * orderedProduct R n := by
          rw [ih (fun j hj => h j (by omega)), Matrix.mul_assoc]
      _ = Q (n + 1) * (R n * orderedProduct R n) := by
          rw [h n (by omega), Matrix.mul_assoc]
```

The next lemma turns \(\det T_n\) into a product of numbers, whose order no longer matters.

```lean
/-- The determinant of an ordered product is the product of the step determinants. -/
theorem det_orderedProduct (R : ℕ → Matrix k k ℂ) (n : ℕ) :
    (orderedProduct R n).det = ∏ j ∈ range n, (R j).det := by
  induction n with
  | zero => simp [orderedProduct]
  | succ n ih =>
    simp only [orderedProduct]
    rw [Matrix.det_mul, ih, Finset.prod_range_succ, mul_comm]
```

In the main theorem, `hQ` states orthonormality of the last frame. The step `gram` removes \(Q_n\), and `Complex.conj_mul'` supplies \(\bar z z=|z|^2\).

```lean
/-- The Gram determinant of the propagated frame is the product of the squared moduli of
the determinants of the R factors, if the last frame is orthonormal. -/
theorem gram_det_eq_prod {M : ℕ → Matrix m m ℂ} {Q : ℕ → Matrix m k ℂ}
    {R : ℕ → Matrix k k ℂ} {n : ℕ} (h : ∀ j < n, M j * Q j = Q (j + 1) * R j)
    (hQ : (Q n)ᴴ * Q n = 1) :
    ((orderedProduct M n * Q 0)ᴴ * (orderedProduct M n * Q 0)).det
      = ((∏ j ∈ range n, ‖(R j).det‖ ^ 2 : ℝ) : ℂ) := by
  -- the orthonormal frame drops out of the Gram matrix
  have gram : (orderedProduct M n * Q 0)ᴴ * (orderedProduct M n * Q 0)
      = (orderedProduct R n)ᴴ * orderedProduct R n := by
    rw [propagated_frame h, Matrix.conjTranspose_mul]
    calc (orderedProduct R n)ᴴ * (Q n)ᴴ * (Q n * orderedProduct R n)
        = (orderedProduct R n)ᴴ * (((Q n)ᴴ * Q n) * orderedProduct R n) := by
          simp only [Matrix.mul_assoc]
      _ = (orderedProduct R n)ᴴ * orderedProduct R n := by rw [hQ, Matrix.one_mul]
  rw [gram, Matrix.det_mul, Matrix.det_conjTranspose, det_orderedProduct,
    Finset.prod_pow, ← norm_prod, Complex.ofReal_pow]
  exact Complex.conj_mul' _
```

The square root and the logarithm follow. The condition `hdet` excludes a collapsed frame, whose logarithmic volume would diverge.

```lean
/-- If the last frame is orthonormal, the volume of the propagated frame is the product of the
moduli of the determinants of the R factors. -/
theorem frameVolume_eq_prod {M : ℕ → Matrix m m ℂ} {Q : ℕ → Matrix m k ℂ}
    {R : ℕ → Matrix k k ℂ} {n : ℕ} (h : ∀ j < n, M j * Q j = Q (j + 1) * R j)
    (hQ : (Q n)ᴴ * Q n = 1) :
    frameVolume (orderedProduct M n * Q 0) = ∏ j ∈ range n, ‖(R j).det‖ := by
  rw [frameVolume, gram_det_eq_prod h hQ, Complex.ofReal_re, Finset.prod_pow]
  exact Real.sqrt_sq (Finset.prod_nonneg fun j _ => norm_nonneg _)

/-- For nonsingular R factors and an orthonormal last frame, the logarithm of the propagated volume
is the accumulated sum of the logarithms of `|det R|`. -/
theorem log_frameVolume_eq_sum {M : ℕ → Matrix m m ℂ} {Q : ℕ → Matrix m k ℂ}
    {R : ℕ → Matrix k k ℂ} {n : ℕ} (h : ∀ j < n, M j * Q j = Q (j + 1) * R j)
    (hQ : (Q n)ᴴ * Q n = 1) (hdet : ∀ j < n, (R j).det ≠ 0) :
    Real.log (frameVolume (orderedProduct M n * Q 0))
      = ∑ j ∈ range n, Real.log ‖(R j).det‖ := by
  rw [frameVolume_eq_prod h hQ, Real.log_prod]
  intro j hj
  exact norm_ne_zero_iff.mpr (hdet j (Finset.mem_range.mp hj))
```

## Leading columns and one diagonal entry

The hypothesis `hR` says that entries below the diagonal vanish. Within the proof, `step` is the recursion for the leading columns: `Fintype.sum_of_injective` shortens the sum over `q` indices to one over `p`, since the remaining terms are zero. `orth` shows that the leading columns of \(Q_n\) are still orthonormal. The volume theorem then applies to the smaller frame, and the determinant of each triangular block becomes its diagonal product.

```lean
/-- With upper triangular R factors and an orthonormal last frame, the volume spanned by the first
`p` propagated vectors is the product of the moduli of the first `p` diagonal entries over all
steps. -/
theorem frameVolume_leading {p q n : ℕ} (hp : p ≤ q) {M : ℕ → Matrix m m ℂ}
    {Q : ℕ → Matrix m (Fin q) ℂ} {R : ℕ → Matrix (Fin q) (Fin q) ℂ}
    (h : ∀ j < n, M j * Q j = Q (j + 1) * R j) (hQ : (Q n)ᴴ * Q n = 1)
    (hR : ∀ j < n, ∀ i l, l < i → R j i l = 0) :
    frameVolume (orderedProduct M n * leadingColumns hp (Q 0))
      = ∏ j ∈ range n, ∏ i : Fin p, ‖R j (Fin.castLE hp i) (Fin.castLE hp i)‖ := by
  -- the leading columns obey the same recursion with the leading blocks of R
  have step : ∀ j < n, M j * leadingColumns hp (Q j) = leadingColumns hp (Q (j + 1))
      * (R j).submatrix (Fin.castLE hp) (Fin.castLE hp) := by
    intro j hj
    have e : M j * leadingColumns hp (Q j) = leadingColumns hp (M j * Q j) := by
      ext a l
      simp only [leadingColumns, Matrix.mul_apply, Matrix.submatrix_apply, id]
    rw [e, h j hj]
    ext a l
    simp only [leadingColumns, Matrix.mul_apply, Matrix.submatrix_apply, id]
    symm
    apply Fintype.sum_of_injective (Fin.castLE hp) (Fin.castLE_injective hp)
    · intro i hi
      have hlt : Fin.castLE hp l < i := by
        by_contra hc
        have hv : i.val ≤ l.val := not_lt.mp hc
        exact hi ⟨⟨i.val, lt_of_le_of_lt hv l.isLt⟩, rfl⟩
      rw [hR j hj i _ hlt, mul_zero]
    · intro i
      rfl
  have orth : (leadingColumns hp (Q n))ᴴ * leadingColumns hp (Q n) = 1 := by
    have e : (leadingColumns hp (Q n))ᴴ * leadingColumns hp (Q n)
        = ((Q n)ᴴ * Q n).submatrix (Fin.castLE hp) (Fin.castLE hp) := by
      ext i l
      simp only [leadingColumns, Matrix.mul_apply, Matrix.submatrix_apply,
        Matrix.conjTranspose_apply, id]
    rw [e, hQ]
    exact Matrix.submatrix_one _ (Fin.castLE_injective hp)
  have key := frameVolume_eq_prod (M := M) (Q := fun j => leadingColumns hp (Q j))
    (R := fun j => (R j).submatrix (Fin.castLE hp) (Fin.castLE hp)) (n := n) step orth
  refine key.trans (Finset.prod_congr rfl fun j hj => ?_)
  have ht : ((R j).submatrix (Fin.castLE hp) (Fin.castLE hp)).BlockTriangular id :=
    fun i l hil => hR j (Finset.mem_range.mp hj) _ _ hil
  simp only [Matrix.det_of_isUpperTriangular ht, norm_prod, Matrix.submatrix_apply]
```

For the increment, `split` separates the entry with index `p` from the product at every step. The condition `hd` makes both factors nonzero, so the logarithm of their product is a sum and the common part cancels.

```lean
/-- Let the last frame be orthonormal and the R factors upper triangular, with nonzero diagonal
entries up to index `p`. Adding one more vector to the first `p` then changes the logarithm of the
propagated volume by the accumulated logarithms of the next diagonal entry of R (index `p`, counted
from zero). -/
theorem log_volume_increment {p q n : ℕ} (hp : p < q) {M : ℕ → Matrix m m ℂ}
    {Q : ℕ → Matrix m (Fin q) ℂ} {R : ℕ → Matrix (Fin q) (Fin q) ℂ}
    (h : ∀ j < n, M j * Q j = Q (j + 1) * R j) (hQ : (Q n)ᴴ * Q n = 1)
    (hR : ∀ j < n, ∀ i l, l < i → R j i l = 0)
    (hd : ∀ j < n, ∀ i : Fin q, i.val ≤ p → R j i i ≠ 0) :
    Real.log (frameVolume (orderedProduct M n * leadingColumns (Nat.succ_le_of_lt hp) (Q 0)))
      - Real.log (frameVolume (orderedProduct M n * leadingColumns hp.le (Q 0)))
      = ∑ j ∈ range n, Real.log ‖R j ⟨p, hp⟩ ⟨p, hp⟩‖ := by
  rw [frameVolume_leading (Nat.succ_le_of_lt hp) h hQ hR, frameVolume_leading hp.le h hQ hR]
  -- split off the last diagonal entry at every step
  have split : ∏ j ∈ range n, ∏ i : Fin (p + 1),
        ‖R j (Fin.castLE (Nat.succ_le_of_lt hp) i) (Fin.castLE (Nat.succ_le_of_lt hp) i)‖
      = (∏ j ∈ range n, ∏ i : Fin p, ‖R j (Fin.castLE hp.le i) (Fin.castLE hp.le i)‖)
        * ∏ j ∈ range n, ‖R j ⟨p, hp⟩ ⟨p, hp⟩‖ := by
    rw [← Finset.prod_mul_distrib]
    exact Finset.prod_congr rfl fun j _ => Fin.prod_univ_castSucc _
  have last : ∀ j ∈ range n, ‖R j ⟨p, hp⟩ ⟨p, hp⟩‖ ≠ 0 := fun j hj =>
    norm_ne_zero_iff.mpr (hd j (Finset.mem_range.mp hj) _ le_rfl)
  have first : ∏ j ∈ range n, ∏ i : Fin p,
      ‖R j (Fin.castLE hp.le i) (Fin.castLE hp.le i)‖ ≠ 0 :=
    Finset.prod_ne_zero_iff.mpr fun j hj => Finset.prod_ne_zero_iff.mpr fun i _ =>
      norm_ne_zero_iff.mpr (hd j (Finset.mem_range.mp hj) _ i.isLt.le)
  rw [split, Real.log_mul first (Finset.prod_ne_zero_iff.mpr last), add_sub_cancel_left,
    Real.log_prod]
  exact last
```

## The chain in Lean

The transfer matrix acts on the pair \((\psi_j,\psi_{j-1})\), with the hopping set to one.

```lean
/-- Transfer matrix of the uniform tight-binding chain with unit hopping at energy `E`,
taking `(ψ j, ψ (j-1))` to `(E ψ j - ψ (j-1), ψ j)`. -/
def chainTransfer (E : ℂ) : Matrix (Fin 2) (Fin 2) ℂ := !![E, -1; 1, 0]

/-- An explicit frame of two vectors for the chain at energy `25/12`. -/
def chainFrame : Matrix (Fin 2) (Fin 2) ℂ := !![4/5, -3/5; 3/5, 4/5]

/-- The R factor belonging to `chainFrame`. -/
def chainR : Matrix (Fin 2) (Fin 2) ℂ := !![4/3, -2; 0, 3/4]
```

The four parts of `chain_witness` are the step relation, orthonormality, triangularity and the nonzero diagonal, all checked entry by entry.

```lean
/-- The chain at energy `25/12` satisfies the QR relation with an orthonormal frame and an
upper triangular R factor with nonzero diagonal. -/
theorem chain_witness :
    chainTransfer (25/12) * chainFrame = chainFrame * chainR ∧
      chainFrameᴴ * chainFrame = 1 ∧ (∀ i l, l < i → chainR i l = 0) ∧
      ∀ i, chainR i i ≠ 0 := by
  refine ⟨?_, ?_, ?_, ?_⟩
  · ext i j
    fin_cases i <;> fin_cases j <;>
      simp [chainTransfer, chainFrame, chainR, Matrix.mul_apply, Fin.sum_univ_succ] <;>
      norm_num
  · -- the entries are real, so conjugation leaves them unchanged
    have c3 : (starRingEnd ℂ) 3 = 3 := Complex.ext (by simp) (by simp)
    have c4 : (starRingEnd ℂ) 4 = 4 := Complex.ext (by simp) (by simp)
    have c5 : (starRingEnd ℂ) 5 = 5 := Complex.ext (by simp) (by simp)
    ext i j
    fin_cases i <;> fin_cases j <;>
      simp [chainFrame, Matrix.mul_apply, Fin.sum_univ_succ] <;> norm_num [c3, c4, c5]
  · intro i l hil
    fin_cases i <;> fin_cases l <;> simp_all [chainR]
  · intro i
    fin_cases i <;> simp [chainR]
```

With constant sequences and `p = 1`, the leading-column theorem gives the length \((4/3)^n\) for every \(n\), including the initial length 1 at \(n=0\).

```lean
/-- In the chain at energy `25/12`, the length of the first frame vector after `n` sites
is `(4/3)^n`. -/
theorem chain_growth (n : ℕ) :
    frameVolume (orderedProduct (fun _ => chainTransfer (25/12)) n
      * leadingColumns (one_le_two : 1 ≤ 2) chainFrame) = (4/3 : ℝ) ^ n := by
  obtain ⟨h, hQ, hR, _⟩ := chain_witness
  have key := frameVolume_leading (one_le_two : 1 ≤ 2) (n := n)
    (M := fun _ => chainTransfer (25/12)) (Q := fun _ => chainFrame) (R := fun _ => chainR)
    (fun _ _ => h) hQ (fun _ _ => hR)
  have e : ‖chainR 0 0‖ = 4/3 := by simp [chainR]
  refine key.trans ?_
  rw [Finset.prod_const, Finset.card_range, Fin.prod_univ_one]
  exact congrArg (fun x : ℝ => x ^ n) e

end

end QRLyapunov
```

```lean
#print axioms QRLyapunov.log_frameVolume_eq_sum
#print axioms QRLyapunov.frameVolume_leading
#print axioms QRLyapunov.log_volume_increment
#print axioms QRLyapunov.chain_growth
```

```
'QRLyapunov.log_frameVolume_eq_sum' depends on axioms: [propext, Classical.choice, Quot.sound]
'QRLyapunov.frameVolume_leading' depends on axioms: [propext, Classical.choice, Quot.sound]
'QRLyapunov.log_volume_increment' depends on axioms: [propext, Classical.choice, Quot.sound]
'QRLyapunov.chain_growth' depends on axioms: [propext, Classical.choice, Quot.sound]
```
